# Above threshold, the lower of two self-consistent gaps separates convergence from closure in a screened-exchange model

What should count as a closed gap when a self-consistency loop is reduced to one number? Here the iteration is followed only until the gap first becomes zero or negative. At that point the bands touch or overlap, and a formula for exchange screened by a gapped system no longer describes the state. Stopping there also keeps the update away from its pole, which lies at a negative gap. "The gap closes" therefore means that some iterate is nonpositive and all earlier ones are positive; what happens afterwards is left open.

## The gap update and its closure

Let $g$ be the current gap. Without screened exchange the bands overlap by $b>0$, so the gap would be $-b$. Exchange opens it by an amount that depends on how well the system screens:

$$F(g)=-b+\frac{U\,g}{g+c}.$$

The strength $U$ is the exchange contribution approached at large gap, where screening is weak. The scale $c>0$ is the gap at which half of $U$ is present. The model lets the contribution vanish as $g\to0$; in a real metal, screening shortens the range of exchange but does not remove it. This saturating form is postulated as a caricature of static screening in COHSEX, not derived from a dielectric function, and $b$, $c$ and $U$ stay fixed during the iteration.

```lean
import Mathlib

open Filter Topology

namespace ScreenedExchangeGap

noncomputable section
```

In Lean all four quantities are real numbers, understood as energies in a common unit, and `gapMap b c U` is the function $F$.

```lean
/-- One self-consistency step for a gap `g` with band overlap `b`, exchange strength `U` and
screening scale `c`; the domain is `g ≠ -c`. -/
def gapMap (b c U g : ℝ) : ℝ := -b + U * g / (g + c)
```

The candidates for self-consistent gaps are the roots of $g^2-(U-b-c)g+bc$. With $S=U-b-c$ they are

$$g_1=\frac{S-\sqrt{S^2-4bc}}{2},\qquad g_2=\frac{S+\sqrt{S^2-4bc}}{2}.$$

```lean
/-- The smaller root of `g² - (U - b - c) g + b c`, for `(U - b - c)² ≥ 4 b c`. -/
def lowerGap (b c U : ℝ) : ℝ := (U - b - c - √((U - b - c) ^ 2 - 4 * (b * c))) / 2

/-- The larger root of `g² - (U - b - c) g + b c`, for `(U - b - c)² ≥ 4 b c`. -/
def upperGap (b c U : ℝ) : ℝ := (U - b - c + √((U - b - c) ^ 2 - 4 * (b * c))) / 2
```

Write $x_n$ for the gap after $n$ updates from $x_0=g$; in Lean this is `(gapMap b c U)^[n] g`. Closure is then the existence of an $n$ with $x_n\le0$ and $x_k>0$ for all $k<n$. A start that is already nonpositive closes at $n=0$.

```lean
/-- The iteration started at `g` reaches a nonpositive gap after finitely many steps, all
earlier gaps being positive. -/
def GapCloses (b c U g : ℝ) : Prop :=
  ∃ n : ℕ, (∀ k < n, 0 < (gapMap b c U)^[k] g) ∧ (gapMap b c U)^[n] g ≤ 0
```

## Self-consistency as a quadratic equation

Over the common denominator, the change in one step is

$$F(g)-g=\frac{-b(g+c)+Ug-g(g+c)}{g+c}=-\frac{g^2-(U-b-c)g+bc}{g+c}.$$

For positive $g$ the denominator is positive, so the sign of the quadratic decides whether the gap grows or shrinks. Lean clears the denominator with `field_simp` and compares polynomials with `ring`.

```lean
/-- For `g ≠ -c`, the change of the gap in one step is minus a quadratic in `g`, divided by
`g + c`. -/
theorem gapMap_sub_self {b c U g : ℝ} (hg : g + c ≠ 0) :
    gapMap b c U g - g = -(g ^ 2 - (U - b - c) * g + b * c) / (g + c) := by
  unfold gapMap
  field_simp
  ring
```

The threshold for $U$ is $(\sqrt b+\sqrt c)^2$. The condition $U>(\sqrt b+\sqrt c)^2$ is the same as $S>2\sqrt{bc}$. Hence

$$S^2-4bc=(S-2\sqrt{bc})(S+2\sqrt{bc})>0,$$

and the roots are real and distinct. Since $bc>0$, the square root of the discriminant is smaller than $S$, which makes $g_1$ positive. Adding and multiplying the two formulas gives $g_1+g_2=S$ and $g_1g_2=bc$.

In the proof, `hP` is the inequality for $S$ and `hD` the positive discriminant. The square root is then replaced by a letter `r`, of which only positivity and the value of its square are used.

```lean
/-- For `b, c > 0` and `U > (√b + √c)²` the two roots are positive and distinct, with sum
`U - b - c` and product `b c`. -/
theorem gap_roots {b c U : ℝ} (hb : 0 < b) (hc : 0 < c) (hU : (√b + √c) ^ 2 < U) :
    0 < lowerGap b c U ∧ lowerGap b c U < upperGap b c U ∧
      lowerGap b c U + upperGap b c U = U - b - c ∧
      lowerGap b c U * upperGap b c U = b * c := by
  have hs := Real.sq_sqrt hb.le
  have ht := Real.sq_sqrt hc.le
  have hst : 0 < √b * √c := mul_pos (Real.sqrt_pos.mpr hb) (Real.sqrt_pos.mpr hc)
  have hst2 : (√b * √c) ^ 2 = b * c := by rw [mul_pow, hs, ht]
  have hP : 2 * (√b * √c) < U - b - c := by nlinarith
  -- the discriminant is positive above threshold
  have hD : 0 < (U - b - c) ^ 2 - 4 * (b * c) := by
    have h := mul_pos (sub_pos.mpr hP)
      (show 0 < U - b - c + 2 * (√b * √c) by linarith)
    nlinarith
  have hr := Real.sqrt_pos.mpr hD
  have hr2 := Real.sq_sqrt hD.le
  have hbc := mul_pos hb hc
  unfold lowerGap upperGap
  generalize √((U - b - c) ^ 2 - 4 * (b * c)) = r at hr hr2 ⊢
  have hlt : r < U - b - c := by
    by_contra h
    have h' := le_of_not_gt h
    nlinarith
  refine ⟨by linarith, by linarith, by ring, ?_⟩
  linear_combination (-1 / 4) * hr2
```

The strict inequality cannot be relaxed to $U\ge(\sqrt b+\sqrt c)^2$. For $b=c=1$ and $U=4$ the quadratic is $(g-1)^2$, and $g=1$ is the only self-consistent gap.

## The deviation from a root after one update

Let $p$ be one root and $q$ the other, so that $p+q=U-b-c$ and $pq=bc$. Then

$$F(g)-p=\frac{(U-b-p)g-(b+p)c}{g+c}.$$

The sum rule gives $U-b-p=q+c$, and the product rule gives $(b+p)c=pq+pc=p(q+c)$. Therefore

$$F(g)-p=\frac{q+c}{g+c}\,(g-p).$$

The final `linear_combination` uses these two rules, `hsum` and `hprod`, after the denominator has been removed.

```lean
/-- If `p` and `q` have sum `U - b - c` and product `b c`, one step from `g ≠ -c` multiplies the
deviation of the gap from `p` by `(q + c) / (g + c)`. -/
theorem gapMap_sub_root {b c U p q g : ℝ} (hsum : p + q = U - b - c) (hprod : p * q = b * c)
    (hg : g + c ≠ 0) : gapMap b c U g - p = (q + c) / (g + c) * (g - p) := by
  have h : U * g / (g + c) * (g + c) = U * g := div_mul_cancel₀ _ hg
  unfold gapMap
  rw [div_mul_eq_mul_div, eq_div_iff hg]
  linear_combination h - g * hsum + hprod
```

## Why a steadily shrinking gap closes

Suppose $F(x)<x$ for every $x$ with $0<x\le g$. If the gap never closed, all $x_n$ would be positive. By induction they would stay at or below $g$ and decrease, so they would converge to some $L$ with $0\le L\le g$. Because $L+c>0$, $F$ is continuous at $L$, and the limit satisfies $F(L)=L$. But $F(0)=-b\ne0$ excludes $L=0$, and the assumption excludes $L>0$. Some iterate is therefore nonpositive, and the first such iterate has only positive predecessors.

In Lean, `hanti` and `hbdd` supply the decrease and the lower bound, `hfix` is the fixed-point equation for the limit, and `Nat.find` picks the first nonpositive iterate.

```lean
/-- For `b, c > 0`, if one step lowers every positive gap up to the starting value `g`, then the
gap closes after finitely many steps. -/
theorem gapCloses_of_descent {b c U g : ℝ} (hb : 0 < b) (hc : 0 < c)
    (h : ∀ x, 0 < x → x ≤ g → gapMap b c U x < x) : GapCloses b c U g := by
  classical
  have key : ∃ n : ℕ, (gapMap b c U)^[n] g ≤ 0 := by
    by_contra hne
    have hpos : ∀ n : ℕ, 0 < (gapMap b c U)^[n] g :=
      fun n => lt_of_not_ge fun hn => hne ⟨n, hn⟩
    have hle : ∀ n : ℕ, (gapMap b c U)^[n] g ≤ g := by
      intro n
      induction n with
      | zero => exact le_refl g
      | succ n ih =>
        rw [Function.iterate_succ_apply']
        exact (h _ (hpos n) ih).le.trans ih
    have hanti : Antitone (fun n : ℕ => (gapMap b c U)^[n] g) :=
      antitone_nat_of_succ_le fun n => by
        simp only [Function.iterate_succ_apply']
        exact (h _ (hpos n) (hle n)).le
    have hbdd : BddBelow (Set.range fun n : ℕ => (gapMap b c U)^[n] g) :=
      ⟨0, by rintro _ ⟨n, rfl⟩; exact (hpos n).le⟩
    -- a decreasing positive sequence of gaps has a limit, which is a fixed point
    obtain ⟨L, hlim⟩ : ∃ L, Tendsto (fun n : ℕ => (gapMap b c U)^[n] g) atTop (𝓝 L) :=
      ⟨_, tendsto_atTop_ciInf hanti hbdd⟩
    have hL0 : 0 ≤ L := ge_of_tendsto' hlim fun n => (hpos n).le
    have hLg : L ≤ g := le_of_tendsto' hlim hle
    have hLc : L + c ≠ 0 := by positivity
    have hcont : ContinuousAt (fun x : ℝ => -b + U * x / (x + c)) L := by
      fun_prop (disch := exact hLc)
    have hfix : gapMap b c U L = L := isFixedPt_of_tendsto_iterate hlim hcont
    rcases hL0.eq_or_lt with h0 | h0
    · rw [← h0] at hfix
      simp [gapMap] at hfix
      linarith
    · exact (h L h0 hLg).ne hfix
  exact ⟨Nat.find key, fun k hk => lt_of_not_ge (Nat.find_min key hk), Nat.find_spec key⟩
```

## A geometric sequence above the lower root

Let $U$ be above threshold and $x>g_1$. The deviation formula, used once for each root, gives

$$F(x)-g_1=\frac{g_2+c}{x+c}(x-g_1)>0,\qquad F(x)-g_2=\frac{g_1+c}{x+c}(x-g_2).$$

The first relation keeps the next gap above $g_1$. Dividing the second by the first removes the common factor $x+c$. With $\lambda=(g_1+c)/(g_2+c)$, induction yields

$$\frac{x_n-g_2}{x_n-g_1}=\lambda^n\,\frac{g-g_2}{g-g_1}.$$

The Lean induction carries both statements together, because the lower bound ensures that the denominators are nonzero. The relations `e1` and `e2` are the two deviation formulas.

```lean
/-- For `b, c > 0`, `U > (√b + √c)²` and a start above the lower root, all iterates stay above it,
and the ratio of the deviations from the two roots is an exact geometric sequence. -/
theorem iterate_ratio {b c U g : ℝ} (hb : 0 < b) (hc : 0 < c) (hU : (√b + √c) ^ 2 < U)
    (hg : lowerGap b c U < g) (n : ℕ) :
    lowerGap b c U < (gapMap b c U)^[n] g ∧
      ((gapMap b c U)^[n] g - upperGap b c U) / ((gapMap b c U)^[n] g - lowerGap b c U) =
        ((lowerGap b c U + c) / (upperGap b c U + c)) ^ n *
          ((g - upperGap b c U) / (g - lowerGap b c U)) := by
  obtain ⟨h0, h12, hsum, hprod⟩ := gap_roots hb hc hU
  induction n with
  | zero => exact ⟨hg, by simp⟩
  | succ n ih =>
    rw [Function.iterate_succ_apply']
    generalize (gapMap b c U)^[n] g = x at ih ⊢
    obtain ⟨h1, h2⟩ := ih
    have hxc : 0 < x + c := by linarith
    have hqc : 0 < upperGap b c U + c := by linarith
    have hxp : 0 < x - lowerGap b c U := by linarith
    have e1 := gapMap_sub_root hsum hprod hxc.ne'
    have e2 := gapMap_sub_root ((add_comm _ _).trans hsum) ((mul_comm _ _).trans hprod) hxc.ne'
    constructor
    · have := mul_pos (div_pos hqc hxc) hxp
      linarith
    · rw [pow_succ, mul_right_comm, ← h2, e1, e2]
      have n1 := hxc.ne'
      have n2 := hqc.ne'
      have n3 := hxp.ne'
      field_simp
```

Call the right-hand side $r_n$. Since $0<\lambda<1$, $r_n\to0$. Solving for the gap gives

$$x_n=\frac{g_2-r_n g_1}{1-r_n}\longrightarrow g_2.$$

The denominator never vanishes, since $r_n=1$ would mean $x_n-g_2=x_n-g_1$ and hence $g_1=g_2$. Lean first takes the limit of the quotient (`hlim`) and then identifies the quotient with the iterate. The `Tendsto` statement is ordinary convergence of $x_n$ to $g_2$ as $n\to\infty$.

```lean
/-- For `b, c > 0` and `U > (√b + √c)²`, the iteration from any start above the lower root
converges to the upper root. -/
theorem tendsto_upperGap {b c U g : ℝ} (hb : 0 < b) (hc : 0 < c) (hU : (√b + √c) ^ 2 < U)
    (hg : lowerGap b c U < g) :
    Tendsto (fun n : ℕ => (gapMap b c U)^[n] g) atTop (𝓝 (upperGap b c U)) := by
  obtain ⟨h0, h12, -, -⟩ := gap_roots hb hc hU
  have hqc : 0 < upperGap b c U + c := by linarith
  obtain ⟨r, hrdef⟩ : ∃ r : ℕ → ℝ, ∀ n, r n =
      ((lowerGap b c U + c) / (upperGap b c U + c)) ^ n *
        ((g - upperGap b c U) / (g - lowerGap b c U)) := ⟨_, fun _ => rfl⟩
  have hr : Tendsto r atTop (𝓝 0) := by
    have h := (tendsto_pow_atTop_nhds_zero_of_lt_one
      (div_nonneg (by linarith) hqc.le : 0 ≤ (lowerGap b c U + c) / (upperGap b c U + c))
      ((div_lt_one hqc).mpr (by linarith))).mul_const
        ((g - upperGap b c U) / (g - lowerGap b c U))
    rw [zero_mul] at h
    exact h.congr fun n => (hrdef n).symm
  have ha : Tendsto (fun _ : ℕ => upperGap b c U) atTop (𝓝 (upperGap b c U)) :=
    tendsto_const_nhds
  have h1 : Tendsto (fun _ : ℕ => (1 : ℝ)) atTop (𝓝 1) := tendsto_const_nhds
  have hlim := (ha.sub (hr.mul_const (lowerGap b c U))).div (h1.sub hr) (by norm_num)
  rw [zero_mul, sub_zero, sub_zero, div_one] at hlim
  -- recover the gap from the ratio of deviations
  refine hlim.congr fun n => ?_
  obtain ⟨hx, h2⟩ := iterate_ratio hb hc hU hg n
  rw [← hrdef n] at h2
  have h3 := (div_eq_iff (sub_pos.mpr hx).ne').mp h2
  have hr1 : 1 - r n ≠ 0 := by
    intro h
    have h' : r n = 1 := by linarith
    rw [h'] at h3
    linarith
  change (upperGap b c U - r n * lowerGap b c U) / (1 - r n) = _
  rw [div_eq_iff hr1]
  linear_combination -h3
```

## Two self-consistent gaps and their basins

Factoring the quadratic turns the one-step change into

$$F(g)-g=-\frac{(g-g_1)(g-g_2)}{g+c}.$$

For positive $g$ this vanishes at $g_1$ and $g_2$ and nowhere else. If $0<x<g_1$, both factors in the numerator are negative, so $F(x)<x$. This holds for every positive gap up to a start below $g_1$, and the descent argument shows that the gap closes.

The theorem below assumes $b,c>0$ and $U>(\sqrt b+\sqrt c)^2$. Its five clauses say that

- $g_1$ is positive;
- $g_1$ is smaller than $g_2$;
- a positive gap is self-consistent if and only if it equals $g_1$ or $g_2$;
- every start above $g_1$ converges to $g_2$;
- every start strictly between $0$ and $g_1$ closes after finitely many steps.

A start at $g_1$ itself stays there, by the third clause. In the proof, `key` is the factored formula, from which the third and fifth clauses follow; `tendsto_upperGap` supplies the fourth.

```lean
/-- For `b, c > 0` and `U > (√b + √c)²` there are exactly two positive self-consistent gaps.
Starts above the lower one converge to the upper one; positive starts below it close the gap
after finitely many steps. -/
theorem screened_exchange_gap {b c U : ℝ} (hb : 0 < b) (hc : 0 < c)
    (hU : (√b + √c) ^ 2 < U) :
    0 < lowerGap b c U ∧ lowerGap b c U < upperGap b c U ∧
      (∀ g, 0 < g → (gapMap b c U g = g ↔ g = lowerGap b c U ∨ g = upperGap b c U)) ∧
      (∀ g, lowerGap b c U < g →
        Tendsto (fun n : ℕ => (gapMap b c U)^[n] g) atTop (𝓝 (upperGap b c U))) ∧
      (∀ g, 0 < g → g < lowerGap b c U → GapCloses b c U g) := by
  obtain ⟨h0, h12, hsum, hprod⟩ := gap_roots hb hc hU
  have key : ∀ g, 0 < g → gapMap b c U g - g =
      -((g - lowerGap b c U) * (g - upperGap b c U)) / (g + c) := by
    intro g hg
    rw [gapMap_sub_self (by positivity)]
    congr 1
    linear_combination -g * hsum + hprod
  refine ⟨h0, h12, fun g hg => ⟨fun h => ?_, fun h => ?_⟩,
    fun g hg => tendsto_upperGap hb hc hU hg, fun g _ hg1 => ?_⟩
  · have k := key g hg
    rw [h, sub_self] at k
    have hn := (div_eq_zero_iff.mp k.symm).resolve_right (by positivity)
    rcases mul_eq_zero.mp (neg_eq_zero.mp hn) with h' | h'
    · left; linarith
    · right; linarith
  · have k := key g hg
    have hz : (g - lowerGap b c U) * (g - upperGap b c U) = 0 := by
      rcases h with h | h
      · exact mul_eq_zero_of_left (sub_eq_zero.mpr h) _
      · exact mul_eq_zero_of_right _ (sub_eq_zero.mpr h)
    rw [hz, neg_zero, zero_div] at k
    linarith
  · -- below the lower root every step reduces the gap
    refine gapCloses_of_descent hb hc fun x hx hxg => ?_
    have k := key x hx
    have hm : 0 < (x - lowerGap b c U) * (x - upperGap b c U) :=
      mul_pos_of_neg_of_neg (by linarith) (by linarith)
    have hd := div_neg_of_neg_of_pos (neg_neg_of_pos hm) (show 0 < x + c by linarith)
    linarith
```

For simulation practice, this illustrates how a self-consistent calculation with static screening can converge to a gapped state or lose its gap along the way, depending on its starting point, within a model that has a single gap variable and full, unmixed updates. Momentum dependence, frequency-dependent screening and changes of the orbitals are absent.

## Below threshold, exchange is too weak to keep any gap open

Below threshold $S<2\sqrt{bc}$, and completing the square gives, for $x>0$,

$$x^2-Sx+bc=(x-\sqrt{bc})^2+(2\sqrt{bc}-S)\,x>0.$$

Every positive gap is therefore lowered by an update, and the descent argument applies to any start, however large. In Lean, `hP` is the positive coefficient of $x$ and `hq` the positive quadratic. The theorem takes an arbitrary real $g$ and assumes $U$ strictly below the threshold, with no lower bound on $U$.

```lean
/-- For `b, c > 0` and `U < (√b + √c)²`, the gap closes after finitely many steps from every
start. -/
theorem gapCloses_below_threshold {b c U : ℝ} (hb : 0 < b) (hc : 0 < c)
    (hU : U < (√b + √c) ^ 2) (g : ℝ) : GapCloses b c U g := by
  refine gapCloses_of_descent hb hc fun x hx _ => ?_
  have hs := Real.sq_sqrt hb.le
  have ht := Real.sq_sqrt hc.le
  have hst2 : (√b * √c) ^ 2 = b * c := by rw [mul_pow, hs, ht]
  have hP : 0 < 2 * (√b * √c) - (U - b - c) := by nlinarith
  -- complete the square
  have hq : 0 < x ^ 2 - (U - b - c) * x + b * c := by
    have h1 := mul_pos hP hx
    have h2 := sq_nonneg (x - √b * √c)
    nlinarith
  have k := gapMap_sub_self (b := b) (U := U) (show x + c ≠ 0 by positivity)
  have hd := div_neg_of_neg_of_pos (neg_neg_of_pos hq) (show 0 < x + c by linarith)
  linarith

end

end ScreenedExchangeGap
```

```lean
#print axioms ScreenedExchangeGap.screened_exchange_gap
-- 'ScreenedExchangeGap.screened_exchange_gap' depends on axioms: [propext, Classical.choice, Quot.sound]
#print axioms ScreenedExchangeGap.gapCloses_below_threshold
-- 'ScreenedExchangeGap.gapCloses_below_threshold' depends on axioms: [propext, Classical.choice, Quot.sound]
```
